# Curvature of E(N) between integers bounds the difference between the frontier gap and I − A

## Does the curvature argument survive when the energy is not a parabola?

I have a molecule at fixed geometry and compute its cation, neutral and anion with one semilocal functional. The LUMO–HOMO difference of the neutral comes out well below $I-A$ from the three total energies. With Hartree–Fock the order is reversed. I am told that this reflects the curvature of the energy at fractional electron number: convex in the first case, concave in the second. The argument I was shown takes $E$ to be a parabola on each side of the neutral, with the same curvature on both. My curves are neither exactly parabolic nor equally bent. Can I still say which gap is larger, and by how much?

## The gap is I − A minus the mean of two curvatures

Yes, if the energy has two derivatives on each side of $N$ and you know enough about its curvature there: a curvature of one sign throughout settles which gap is larger, and bounds on the curvature limit by how much. Let $E$ be the energy as a function of a real electron number. On $[N-1,N]$ call its slope $\mu_L$ and its second derivative $\eta_L$; on $[N,N+1]$ call them $\mu_R$ and $\eta_R$. Derivatives at end points are one-sided, so the slope may jump at $N$. Define the ionization energy $I$, the electron affinity $A$ and the frontier gap $\Delta$, which is this jump, by
$$I=E(N-1)-E(N),\qquad A=E(N)-E(N+1),\qquad \Delta=\mu_R(N)-\mu_L(N).$$

**Electron-rich side.** Put $c=2\,[E(N+1)-E(N)-\mu_R(N)]$ and
$$g(t)=E(t)-\mu_R(N)(t-N)-\tfrac c2(t-N)^2 .$$
Then $g(N)=g(N+1)=E(N)$ and $g'(N)=0$. Rolle's theorem gives a point $z$ in $(N,N+1)$ with $g'(z)=0$. Applied again, to $g'$ between $N$ and $z$, it gives a point $y$ with $g''(y)=0$, that is, $\eta_R(y)=c$. Hence
$$A=-\mu_R(N)-\tfrac12\eta_R(y).$$

**Electron-poor side.** Use $\mu_L(N)$ in the parabola and $c=2\,[E(N-1)-E(N)+\mu_L(N)]$. Again $g(N-1)=g(N)=E(N)$ and $g'(N)=0$, so the same two steps give a point $x$ in $(N-1,N)$ with $\eta_L(x)=c$, and
$$I=-\mu_L(N)+\tfrac12\eta_L(x).$$

Subtracting the two results,
$$\Delta=I-A-\tfrac12\,[\eta_L(x)+\eta_R(y)].$$
If all curvatures inside the two intervals lie between $a$ and $b$, so does their mean, and
$$I-A-b\;\le\;\Delta\;\le\;I-A-a .$$
For convex branches take $a\ge 0$: the frontier gap is at most $I-A$, and strictly smaller if $a>0$. For concave branches take $b\le 0$: it is at least $I-A$.

The signs are where this derivation easily goes wrong. The curvature terms enter $I$ and $A$ with opposite signs, so in $I-A$ they add. Giving them the same sign would make equal curvatures cancel and the effect disappear.

In the limiting case $a=b$ the bounds meet and $\Delta=I-A-b$, which is the parabolic argument you were shown. With $a=b=0$ the energy is linear between integers and the two gaps agree.

**When the lower bound is reached.** Suppose the curvature is at most $b$ and $\Delta=I-A-b$. The mean of $\eta_L(x)$ and $\eta_R(y)$ is then $b$, so both equal $b$. Subtract from each branch the parabola with slope $\mu_L(N)$ or $\mu_R(N)$ at $N$ and curvature $b$. The remainder $g$ has equal end values, $g'(N)=0$ and $g''\le 0$. Since $g'$ does not increase, $g'\le 0$ on the right branch and $g'\ge 0$ on the left. A monotone function with equal end values is constant, so $g''=0$ and the curvature is $b$ throughout both open intervals.

**What the Lean statements say.** `IsBranch E μ η p q` says that on the closed interval from `p` to `q` the energy has slope `μ` and the slope has derivative `η`. `HasDerivWithinAt` uses only points of that interval, which makes the end-point derivatives one-sided. The curvature need not be continuous, so $C^2$ branches are included. Both branches share the value `E N`, which makes $E$ continuous there. Replacing them by a single branch on $[N-1,N+1]$ would be a mistake: it would force $\mu_L(N)=\mu_R(N)$ and hence a zero gap.

`frontierGap_eq` is the identity for $\Delta$, `frontierGap_mem_Icc` the two-sided bound, and `curvature_eq_of_gap_eq` the equality case at the lower end. `N` is any real number.

The differentiability and the curvature bounds are assumed, not derived from a functional. The assumptions include a finite curvature at the end points, which can fail. In local spin-density exchange, a fraction $f$ of an electron in an otherwise empty spin channel, as between H$_2^+$ and H$_2$, contributes an energy proportional to $f^{4/3}$ at fixed orbital shape, and the second derivative of this term diverges as $f\to 0$. Orbital eigenvalues do not appear in the statements. Reading $\mu_L(N)$ and $\mu_R(N)$ as HOMO and LUMO energies needs Janak's theorem or its generalised Kohn–Sham analogue. For the exact Kohn–Sham potential the LUMO part of this reading fails whenever the potential jumps at integer $N$. Also, $I$ and $A$ are the functional's own total-energy differences, not experimental values.

```lean
import Mathlib

open Set Filter Topology

namespace FrontierHardness

/-- On the interval from `p` to `q` of electron numbers, the energy `E` has slope `μ`
(chemical potential) and second derivative `η` (curvature), one-sided at the end points. -/
structure IsBranch (E μ η : ℝ → ℝ) (p q : ℝ) : Prop where
  slope : ∀ x ∈ Icc p q, HasDerivWithinAt E (μ x) (Icc p q) x
  curv : ∀ x ∈ Icc p q, HasDerivWithinAt μ (η x) (Icc p q) x

/-- The ionization energy `I = E(N-1) - E(N)`. -/
def ionization (E : ℝ → ℝ) (N : ℝ) : ℝ := E (N - 1) - E N

/-- The electron affinity `A = E(N) - E(N+1)`. -/
def affinity (E : ℝ → ℝ) (N : ℝ) : ℝ := E N - E (N + 1)

/-- The frontier gap at `N`: the slope of the electron-rich branch minus the slope of the
electron-poor branch. -/
def frontierGap (μL μR : ℝ → ℝ) (N : ℝ) : ℝ := μR N - μL N

variable {E μ η μL ηL μR ηR : ℝ → ℝ} {p q N a b : ℝ}

/-- Subtracting a parabola of curvature `c` from the energy of a branch lowers its
curvature by `c`. -/
theorem IsBranch.sub_parabola (h : IsBranch E μ η p q) (r m c : ℝ) :
    IsBranch (fun x => E x - (m * (x - r) + c / 2 * ((x - r) * (x - r))))
      (fun x => μ x - (m + c * (x - r))) (fun x => η x - c) p q := by
  constructor
  · intro x hx
    have h1 := (hasDerivAt_id' x).sub_const r
    have h2 : HasDerivAt (fun x => m * (x - r) + c / 2 * ((x - r) * (x - r)))
        (m + c * (x - r)) x :=
      ((h1.const_mul m).fun_add ((h1.fun_mul h1).const_mul (c / 2))).congr_deriv (by ring)
    exact (h.slope x hx).fun_sub h2.hasDerivWithinAt
  · intro x hx
    have h1 := (hasDerivAt_id' x).sub_const r
    have h2 : HasDerivAt (fun x => m + c * (x - r)) c x :=
      ((h1.const_mul c).const_add m).congr_deriv (by ring)
    exact (h.curv x hx).fun_sub h2.hasDerivWithinAt

/-- If a branch has equal energies at its two distinct ends and zero slope at one of them,
its curvature vanishes somewhere in between. -/
theorem IsBranch.exists_curv_zero (h : IsBranch E μ η p q) (hpq : p < q)
    (hE : E p = E q) (hμ : μ p = 0 ∨ μ q = 0) : ∃ x ∈ Ioo p q, η x = 0 := by
  have hc : ContinuousOn μ (Icc p q) := fun x hx => (h.curv x hx).continuousWithinAt
  have hd : ∀ x ∈ Ioo p q, HasDerivAt μ (η x) x := fun x hx =>
    (h.curv x (Ioo_subset_Icc_self hx)).hasDerivAt (Icc_mem_nhds hx.1 hx.2)
  -- first use of Rolle's theorem: a stationary point of the energy
  obtain ⟨y, hy, hy0⟩ := exists_hasDerivAt_eq_zero hpq
    (fun x hx => (h.slope x hx).continuousWithinAt) hE
    (fun x hx => (h.slope x (Ioo_subset_Icc_self hx)).hasDerivAt (Icc_mem_nhds hx.1 hx.2))
  -- second use: between that point and the end with zero slope
  rcases hμ with h0 | h0
  · obtain ⟨x, hx, hx0⟩ := exists_hasDerivAt_eq_zero hy.1
      (hc.mono (Icc_subset_Icc_right hy.2.le)) (h0.trans hy0.symm)
      (fun x hx => hd x ⟨hx.1, hx.2.trans hy.2⟩)
    exact ⟨x, ⟨hx.1, hx.2.trans hy.2⟩, hx0⟩
  · obtain ⟨x, hx, hx0⟩ := exists_hasDerivAt_eq_zero hy.2
      (hc.mono (Icc_subset_Icc_left hy.1.le)) (hy0.trans h0.symm)
      (fun x hx => hd x ⟨hy.1.trans hx.1, hx.2⟩)
    exact ⟨x, ⟨hy.1.trans hx.1, hx.2⟩, hx0⟩

/-- The affinity is minus the slope at `N` of the electron-rich branch, less half the
curvature at some intermediate electron number. -/
theorem affinity_eq (h : IsBranch E μ η N (N + 1)) :
    ∃ x ∈ Ioo N (N + 1), affinity E N = -μ N - η x / 2 := by
  obtain ⟨x, hx, h0⟩ := (h.sub_parabola N (μ N)
    (2 * (E (N + 1) - E N - μ N))).exists_curv_zero (by linarith) (by ring)
    (Or.inl (by ring))
  exact ⟨x, hx, by unfold affinity; linarith⟩

/-- The ionization energy is minus the slope at `N` of the electron-poor branch, plus half
the curvature at some intermediate electron number. -/
theorem ionization_eq (h : IsBranch E μ η (N - 1) N) :
    ∃ x ∈ Ioo (N - 1) N, ionization E N = -μ N + η x / 2 := by
  obtain ⟨x, hx, h0⟩ := (h.sub_parabola N (μ N)
    (2 * (E (N - 1) - E N + μ N))).exists_curv_zero (by linarith) (by ring)
    (Or.inr (by ring))
  exact ⟨x, hx, by unfold ionization; linarith⟩

/-- The frontier gap equals `I - A` minus the mean of two curvatures, one taken at
some point of each branch. -/
theorem frontierGap_eq (hL : IsBranch E μL ηL (N - 1) N)
    (hR : IsBranch E μR ηR N (N + 1)) :
    ∃ x ∈ Ioo (N - 1) N, ∃ y ∈ Ioo N (N + 1),
      frontierGap μL μR N = ionization E N - affinity E N - (ηL x + ηR y) / 2 := by
  obtain ⟨x, hx, ex⟩ := ionization_eq hL
  obtain ⟨y, hy, ey⟩ := affinity_eq hR
  exact ⟨x, hx, y, hy, by unfold frontierGap; linarith⟩

/-- If the curvature lies between `a` and `b` inside both branches, the frontier gap lies
between `I - A - b` and `I - A - a`. -/
theorem frontierGap_mem_Icc (hL : IsBranch E μL ηL (N - 1) N)
    (hR : IsBranch E μR ηR N (N + 1))
    (bL : ∀ x ∈ Ioo (N - 1) N, ηL x ∈ Icc a b)
    (bR : ∀ x ∈ Ioo N (N + 1), ηR x ∈ Icc a b) :
    frontierGap μL μR N ∈
      Icc (ionization E N - affinity E N - b) (ionization E N - affinity E N - a) := by
  obtain ⟨x, hx, y, hy, e⟩ := frontierGap_eq hL hR
  have h1 := bL x hx
  have h2 := bR y hy
  constructor <;> linarith [h1.1, h1.2, h2.1, h2.2]

/-- A function that has a slope at every point of a closed interval (one-sided at the end points),
nowhere positive inside, does not increase on that interval. -/
theorem antitone_of_slope (h : ∀ x ∈ Icc p q, HasDerivWithinAt E (μ x) (Icc p q) x)
    (hμ : ∀ x ∈ Ioo p q, μ x ≤ 0) : AntitoneOn E (Icc p q) := by
  have hd : ∀ x ∈ Ioo p q, HasDerivAt E (μ x) x := fun x hx =>
    (h x (Ioo_subset_Icc_self hx)).hasDerivAt (Icc_mem_nhds hx.1 hx.2)
  apply antitoneOn_of_deriv_nonpos (convex_Icc p q)
    (fun x hx => (h x hx).continuousWithinAt)
  · intro x hx
    rw [interior_Icc] at hx
    exact (hd x hx).differentiableAt.differentiableWithinAt
  · intro x hx
    rw [interior_Icc] at hx
    rw [(hd x hx).deriv]
    exact hμ x hx

/-- A branch with equal end energies, zero slope at one end and curvature nowhere positive
inside has zero curvature throughout its interior. -/
theorem IsBranch.curv_eq_zero (h : IsBranch E μ η p q) (hE : E p = E q)
    (hμ : μ p = 0 ∨ μ q = 0) (hη : ∀ x ∈ Ioo p q, η x ≤ 0) :
    ∀ x ∈ Ioo p q, η x = 0 := by
  have ma := antitone_of_slope h.curv hη
  -- the slope keeps one sign and the end energies are equal, so the energy is constant
  have hc : ∀ x ∈ Icc p q, E x = E p := by
    intro x hx
    have hp : p ∈ Icc p q := left_mem_Icc.2 (hx.1.trans hx.2)
    have hq : q ∈ Icc p q := right_mem_Icc.2 (hx.1.trans hx.2)
    rcases hμ with h0 | h0
    · have Ea := antitone_of_slope h.slope
        (fun y hy => (ma hp (Ioo_subset_Icc_self hy) hy.1.le).trans_eq h0)
      linarith [Ea hp hx hx.1, Ea hx hq hx.2]
    · have Ea := antitone_of_slope (E := fun y => -E y) (μ := fun y => -μ y)
        (fun y hy => (h.slope y hy).neg)
        (fun y hy => neg_nonpos.2
          (h0.symm.trans_le (ma (Ioo_subset_Icc_self hy) hq hy.2.le)))
      have h1 : -E x ≤ -E p := Ea hp hx hx.1
      have h2 : -E q ≤ -E x := Ea hx hq hx.2
      linarith
  have hz : ∀ y ∈ Ioo p q, μ y = 0 := by
    intro y hy
    have e : E =ᶠ[𝓝 y] fun _ => E p := by
      filter_upwards [Icc_mem_nhds hy.1 hy.2] with z hz using hc z hz
    exact ((h.slope y (Ioo_subset_Icc_self hy)).hasDerivAt
      (Icc_mem_nhds hy.1 hy.2)).unique ((hasDerivAt_const y (E p)).congr_of_eventuallyEq e)
  intro y hy
  have e : μ =ᶠ[𝓝 y] fun _ => (0 : ℝ) := by
    filter_upwards [Ioo_mem_nhds hy.1 hy.2] with z hz' using hz z hz'
  exact ((h.curv y (Ioo_subset_Icc_self hy)).hasDerivAt
    (Icc_mem_nhds hy.1 hy.2)).unique ((hasDerivAt_const y (0 : ℝ)).congr_of_eventuallyEq e)

/-- If the curvature is at most `b` inside both branches and the frontier gap equals
`I - A - b`, then the curvature is `b` everywhere inside both branches. -/
theorem curvature_eq_of_gap_eq (hL : IsBranch E μL ηL (N - 1) N)
    (hR : IsBranch E μR ηR N (N + 1))
    (bL : ∀ x ∈ Ioo (N - 1) N, ηL x ≤ b) (bR : ∀ x ∈ Ioo N (N + 1), ηR x ≤ b)
    (hgap : frontierGap μL μR N = ionization E N - affinity E N - b) :
    (∀ x ∈ Ioo (N - 1) N, ηL x = b) ∧ (∀ x ∈ Ioo N (N + 1), ηR x = b) := by
  obtain ⟨x, hx, ex⟩ := ionization_eq hL
  obtain ⟨y, hy, ey⟩ := affinity_eq hR
  have h1 := bL x hx
  have h2 := bR y hy
  unfold frontierGap at hgap
  -- each branch must saturate its own bound
  have eL : ionization E N = -μL N + b / 2 := by linarith
  have eR : affinity E N = -μR N - b / 2 := by linarith
  unfold ionization at eL
  unfold affinity at eR
  constructor
  · intro z hz
    have := (hL.sub_parabola N (μL N) b).curv_eq_zero (by linear_combination eL)
      (Or.inr (by ring)) (fun w hw => sub_nonpos.2 (bL w hw)) z hz
    linarith
  · intro z hz
    have := (hR.sub_parabola N (μR N) b).curv_eq_zero (by linear_combination eR)
      (Or.inl (by ring)) (fun w hw => sub_nonpos.2 (bR w hw)) z hz
    linarith

end FrontierHardness
```

```lean
#print axioms FrontierHardness.frontierGap_mem_Icc
#print axioms FrontierHardness.curvature_eq_of_gap_eq
```

```
'FrontierHardness.frontierGap_mem_Icc' depends on axioms: [propext, Classical.choice, Quot.sound]
'FrontierHardness.curvature_eq_of_gap_eq' depends on axioms: [propext, Classical.choice, Quot.sound]
```

**How the code carries this out.** `IsBranch.sub_parabola` shows that subtracting a parabola leaves a branch with its curvature lowered by `c`. `IsBranch.exists_curv_zero` contains the two uses of Rolle's theorem, `exists_hasDerivAt_eq_zero`; its case split covers zero slope at the left or the right end. `affinity_eq` and `ionization_eq` insert the two values of $c$ given above, and `linarith` combines their results into the identity and the bounds.

For the equality case, `antitone_of_slope` turns a nonpositive derivative into monotonicity. `IsBranch.curv_eq_zero` applies it first to the slope and then to the energy, or to minus the energy when the zero slope is at the right end. Once the energy is constant, uniqueness of derivatives gives zero slope and then zero curvature. `curvature_eq_of_gap_eq` first shows that each branch saturates its own bound, then applies this lemma to each remainder.

For your calculations, within this twice-differentiable model, the shortfall $I-A-\Delta$ is itself the mean of one curvature from each side. A nonzero shortfall therefore shows that at least one branch is curved. A zero shortfall does not show that both are linear, because curvatures of opposite sign can cancel.
